# The number of spin-\(m/2\) configuration functions in \(n\) orbitals, summed over all electron numbers, is a difference of two binomials

I take the number of spin eigenfunctions of \(N\) singly occupied orbitals with total spin \(N/2-k\) to be \(\binom{N}{k}-\binom{N}{k-1}\), with \(\binom{N}{-1}=0\), and I count each multiplet once. The other orbitals are empty or doubly occupied. If I add up all configuration functions of spin \(m/2\) in \(n\) orbitals, whatever the electron number, I seem to get

\[
\sum_{k:\,m+2k\le n}\binom{n}{m+2k}2^{\,n-m-2k}\left[\binom{m+2k}{k}-\binom{m+2k}{k-1}\right]
=\binom{2n+1}{n-m}-\binom{2n+1}{n-m-1}
\]

for \(0\le m\le n\). The right-hand side looks like the spin count of \(2n+1\) electrons. Can this be derived rigorously, and can the argument be checked in Lean 4 with Mathlib?

## Spin functions as a binomial difference

Yes. The choice to settle first is what "number of spin eigenfunctions" means. Here it is a definition,

\[
f(N,k)=\binom{N}{k}-\binom{N}{k-1},\qquad f(N,0)=1,
\]

and no spin operators appear. The physics behind it is a subtraction. There are \(\binom{N}{k}\) spin products with \(k\) spins down, all with \(M=N/2-k\), and \(\binom{N}{k-1}\) with \(M\) one higher. Each multiplet with \(S\ge M\) has one state at \(M\), and each with \(S\ge M+1\) has one at \(M+1\), so for \(k\le N/2\) the difference counts the multiplets with \(S=N/2-k\).

## Adding one orbital at a time

Let \(a(n,N)=\binom{n}{N}2^{n-N}\) for \(N\le n\), and zero otherwise. This is the number of occupation patterns with \(N\) open shells. Pascal's rule gives

\[
a(n+1,N+1)=2a(n,N+1)+a(n,N),\qquad f(N+1,k+1)=f(N,k+1)+f(N,k).
\]

The first says that a new orbital is closed in two ways or singly occupied; the second is the branching rule for coupling one more spin. Since \(\binom{2k+1}{k+1}=\binom{2k+1}{k}\), also \(f(2k+1,k+1)=0\).

Write \(T(n,m)=\sum_{k\ge0} a(n,m+2k)\,f(m+2k,k)\) for the left-hand side of the claim. For \(m\ge1\), expand \(a(n+1,m+2k)=2a(n,m+2k)+a(n,m+2k-1)\). The first part sums to \(2T(n,m)\). In the second, for \(k\ge1\), use

\[
f(m+2k,k)=f(m-1+2k,\,k)+f(m+1+2(k-1),\,k-1).
\]

These terms belong to \(T(n,m-1)\) and \(T(n,m+1)\), and the term \(k=0\) supplies the missing first term of \(T(n,m-1)\). Hence

\[
T(n+1,m)=T(n,m-1)+2T(n,m)+T(n,m+1)\quad(m\ge1).
\]

For \(m=0\), the term \(k=0\) gives \(a(n+1,0)=2a(n,0)\), and for \(k\ge1\) the contribution \(f(2k-1,k)\) vanishes, so \(T(n+1,0)=2T(n,0)+T(n,1)\). The start is \(T(0,0)=1\) and \(T(0,m)=0\) for \(m>0\).

The right-hand side obeys the same rules. Set \(f(N,j)=0\) for \(j<0\) and apply the branching rule twice:

\[
f(2n+3,j)=f(2n+1,j)+2f(2n+1,j-1)+f(2n+1,j-2).
\]

With \(j=n+1-m\), the three terms are the values of \(f(2n+1,n-m')\) at \(m'=m-1,\,m,\,m+1\). At \(m=0\) the first is \(f(2n+1,n+1)=0\), as required. The starting values agree too, so \(T(n,m)=f(2n+1,n-m)\) for \(m\le n\). One orbital thus acts on the count like two extra spins.

## Product form and the dimension \(4^n\)

Let \(j=n-m\ge1\), \(A=\binom{2n+1}{j}\) and \(B=\binom{2n+1}{j-1}\). Then \(jA=(2n+2-j)B\), so

\[
(n+1)(A-B)-(m+1)(A+B)=jA-(2n+2-j)B=0.
\]

As \(A+B=\binom{2n+2}{j}\), this gives \((n+1)\,T(n,m)=(m+1)\binom{2n+2}{n-m}\). For \(j=0\) both sides are \(n+1\).

Now weight each count by its multiplicity \(m+1\). A function of spin \(m/2\) passes to \(m\) twice, to \(m+1\) once and to \(m-1\) once, with total weight \(2(m+1)+(m+2)+m=4(m+1)\). At \(m=0\) the forbidden step down would have had weight zero. Each orbital therefore multiplies the weighted sum by four, and \(\sum_m(m+1)T(n,m)=4^n\). This is the dimension of the Fock space of \(n\) orbitals, since each orbital can be empty, hold one electron of either spin, or be doubly occupied.

## Two orbitals by hand

For \(n=2\) and \(m=0\), the four closed-shell patterns give 4 and the open-shell singlet gives \(f(2,1)=1\). The total is \(5=\binom52-\binom51\). For \(m=1\) the count is \(2\cdot2=4=\binom51-\binom50\), and for \(m=2\) it is 1. With multiplicities, \(1\cdot5+2\cdot4+3\cdot1=16=4^2\).

## What the Lean theorems say

`spinCount N k` is \(f(N,k)\). It takes integer values and is defined by cases, so that \(\binom{N}{-1}=0\) is built in. `configs n N` is \(a(n,N)\), and `pathCount n m` is defined by the recursion for \(T\), read as a count of coupling paths.

The main theorem, `total_configuration_functions`, takes natural numbers with `m ≤ n`. It sums over those `k` in `range (n + 1)` with `m + 2 * k ≤ n`, which are all the `k` in the claim, and equates the sum to `spinCount (2 * n + 1) (n - m)`. `pathCount_product` and `fock_space_dimension` state the two further identities for `pathCount`.

The hypothesis `m ≤ n` matters because subtraction of natural numbers stops at zero. For \(n=0\), \(m=1\) the sum is empty and equals 0, while `spinCount 1 (0 - 1)` is `spinCount 1 0`, which is 1.

The theorems are about these integers: they construct neither configuration functions nor a Fock space. In electronic structure, the count is the total number of spin-adapted functions of a given spin over all particle-number sectors of a finite orbital set, without spatial symmetry; it does not give the size of a full configuration interaction problem at one fixed electron number.

```lean
import Mathlib

open Finset

namespace SpinConfigurationCount

/-- The integer `C(N,k) - C(N,k-1)`, with `C(N,-1) = 0`. For `2k ≤ N` it is the number of spin
eigenfunctions of `N` electrons in singly occupied orbitals with total spin `N/2 - k`, each
multiplet counted once. -/
def spinCount (N : ℕ) : ℕ → ℤ
  | 0 => 1
  | k + 1 => (N.choose (k + 1) : ℤ) - N.choose k

/-- The number of occupation patterns of `n` orbitals in which exactly `N` are singly occupied
and each other orbital is either empty or doubly occupied. -/
def configs (n N : ℕ) : ℤ := (n.choose N : ℤ) * 2 ^ (n - N)

/-- The number of ways to reach spin `m/2` by adding `n` orbitals one at a time: an empty or a
doubly occupied orbital keeps the spin, a singly occupied one raises or lowers it by one half. -/
def pathCount : ℕ → ℕ → ℤ
  | 0, 0 => 1
  | 0, _ + 1 => 0
  | n + 1, 0 => 2 * pathCount n 0 + pathCount n 1
  | n + 1, m + 1 => pathCount n m + 2 * pathCount n (m + 1) + pathCount n (m + 2)

/-- Branching rule for the counts: the value for `N + 1` at `k + 1` is the sum of the values for `N`
at `k + 1` and at `k`. -/
theorem spinCount_succ (N k : ℕ) :
    spinCount (N + 1) (k + 1) = spinCount N (k + 1) + spinCount N k := by
  cases k with
  | zero => simp [spinCount]
  | succ k =>
    simp only [spinCount, Nat.choose_succ_succ']
    push_cast
    ring

/-- The spin count of `2k + 1` electrons vanishes at `k + 1` down couplings. -/
theorem spinCount_half (k : ℕ) : spinCount (2 * k + 1) (k + 1) = 0 := by
  simp only [spinCount]
  rw [Nat.choose_symm_half, sub_self]

/-- Adding an orbital: it is empty or doubly occupied (two choices), or singly occupied. -/
theorem configs_succ (n N : ℕ) :
    configs (n + 1) (N + 1) = 2 * configs n (N + 1) + configs n N := by
  unfold configs
  rw [Nat.choose_succ_succ', Nat.add_sub_add_right]
  rcases Nat.lt_or_ge n (N + 1) with h | h
  · rw [Nat.choose_eq_zero_of_lt h]
    push_cast
    ring
  · have e : n - N = (n - (N + 1)) + 1 := by omega
    rw [e, pow_succ]
    push_cast
    ring

/-- Summing occupation patterns times spin eigenfunctions over the number of open shells gives
the number of orbital-by-orbital coupling paths to spin `m/2`. -/
theorem sum_configs_eq_pathCount (n : ℕ) : ∀ m K : ℕ, n < K →
    ∑ k ∈ range K, configs n (m + 2 * k) * spinCount (m + 2 * k) k = pathCount n m := by
  have s : ∀ N, spinCount N 0 = 1 := fun _ => rfl
  induction n with
  | zero =>
    intro m K hK
    obtain ⟨L, rfl⟩ : ∃ L, K = L + 1 := ⟨K - 1, by omega⟩
    rw [sum_range_succ', sum_eq_zero]
    · cases m <;> simp [configs, spinCount, pathCount]
    · intro k _
      have c : Nat.choose 0 (m + 2 * (k + 1)) = 0 := Nat.choose_eq_zero_of_lt (by omega)
      unfold configs
      rw [c, Nat.cast_zero, zero_mul, zero_mul]
  | succ n ih =>
    intro m K hK
    obtain ⟨L, rfl⟩ : ∃ L, K = L + 1 := ⟨K - 1, by omega⟩
    have hL : n < L := by omega
    cases m with
    | zero =>
      -- at spin zero the last spin can only have been coupled down
      have h1 := ih 0 (L + 1) (by omega)
      have h2 := ih 1 L hL
      have e : ∀ k, configs (n + 1) (0 + 2 * (k + 1)) * spinCount (0 + 2 * (k + 1)) (k + 1)
          = 2 * (configs n (0 + 2 * (k + 1)) * spinCount (0 + 2 * (k + 1)) (k + 1))
            + configs n (1 + 2 * k) * spinCount (1 + 2 * k) k := by
        intro k
        have a : 0 + 2 * (k + 1) = (1 + 2 * k) + 1 := by ring
        have v : spinCount (1 + 2 * k) (k + 1) = 0 := by
          rw [add_comm 1 (2 * k)]
          exact spinCount_half k
        rw [a, configs_succ, spinCount_succ, v]
        ring
      have z0 : configs (n + 1) 0 = 2 * configs n 0 := by
        simp [configs, pow_succ, mul_comm]
      have z : configs (n + 1) (0 + 2 * 0) = 2 * configs n (0 + 2 * 0) := z0
      have p : pathCount (n + 1) 0 = 2 * pathCount n 0 + pathCount n 1 := rfl
      rw [sum_range_succ'] at h1 ⊢
      rw [sum_congr rfl (fun k _ => e k), sum_add_distrib, ← mul_sum, h2, z, p]
      linear_combination 2 * h1
    | succ m =>
      have h1 := ih (m + 1) (L + 1) (by omega)
      have h2 := ih m (L + 1) (by omega)
      have h3 := ih (m + 2) L hL
      have e : ∀ k, configs (n + 1) (m + 1 + 2 * (k + 1))
            * spinCount (m + 1 + 2 * (k + 1)) (k + 1)
          = 2 * (configs n (m + 1 + 2 * (k + 1)) * spinCount (m + 1 + 2 * (k + 1)) (k + 1))
            + configs n (m + 2 * (k + 1)) * spinCount (m + 2 * (k + 1)) (k + 1)
            + configs n (m + 2 + 2 * k) * spinCount (m + 2 + 2 * k) k := by
        intro k
        have a : m + 1 + 2 * (k + 1) = (m + 2 * (k + 1)) + 1 := by ring
        have b : m + 2 + 2 * k = m + 2 * (k + 1) := by ring
        rw [a, b, configs_succ, spinCount_succ]
        ring
      have z : configs (n + 1) (m + 1 + 2 * 0)
          = 2 * configs n (m + 1 + 2 * 0) + configs n (m + 2 * 0) := configs_succ n m
      have p : pathCount (n + 1) (m + 1)
          = pathCount n m + 2 * pathCount n (m + 1) + pathCount n (m + 2) := rfl
      rw [sum_range_succ'] at h1 h2 ⊢
      rw [sum_congr rfl (fun k _ => e k), sum_add_distrib, sum_add_distrib, ← mul_sum, h3, z, p]
      simp only [s, mul_one] at h1 h2 ⊢
      linear_combination 2 * h1 + h2

/-- No coupling path through `n` orbitals reaches a spin above `n/2`. -/
theorem pathCount_of_lt (n : ℕ) : ∀ m, n < m → pathCount n m = 0 := by
  induction n with
  | zero =>
    intro m hm
    obtain ⟨l, rfl⟩ : ∃ l, m = l + 1 := ⟨m - 1, by omega⟩
    rfl
  | succ n ih =>
    intro m hm
    obtain ⟨l, rfl⟩ : ∃ l, m = l + 1 := ⟨m - 1, by omega⟩
    have p : pathCount (n + 1) (l + 1)
        = pathCount n l + 2 * pathCount n (l + 1) + pathCount n (l + 2) := rfl
    rw [p, ih l (by omega), ih (l + 1) (by omega), ih (l + 2) (by omega)]
    norm_num

/-- The coupling paths through `n = m + j` orbitals to spin `m/2` are as many as the spin
eigenfunctions of `2n + 1` electrons with `j` down couplings. -/
theorem pathCount_eq_spinCount (n : ℕ) : ∀ m j : ℕ, m + j = n →
    pathCount n m = spinCount (2 * n + 1) j := by
  have s : ∀ N, spinCount N 0 = 1 := fun _ => rfl
  induction n with
  | zero =>
    intro m j h
    obtain rfl : m = 0 := by omega
    obtain rfl : j = 0 := by omega
    rfl
  | succ n ih =>
    intro m j h
    have d : 2 * (n + 1) + 1 = 2 * n + 1 + 1 + 1 := by ring
    rw [d]
    cases m with
    | zero =>
      obtain rfl : j = n + 1 := by omega
      have p : pathCount (n + 1) 0 = 2 * pathCount n 0 + pathCount n 1 := rfl
      rw [p, ih 0 n (by omega), spinCount_succ (2 * n + 1 + 1) n,
        spinCount_succ (2 * n + 1) n, spinCount_half]
      cases n with
      | zero => simp [pathCount, spinCount]
      | succ n =>
        rw [ih 1 n (by omega), spinCount_succ (2 * (n + 1) + 1) n]
        ring
    | succ m =>
      have p : pathCount (n + 1) (m + 1)
          = pathCount n m + 2 * pathCount n (m + 1) + pathCount n (m + 2) := rfl
      rw [p, ih m j (by omega)]
      -- one orbital contributes two applications of the branching rule
      rcases j with _ | _ | j
      · rw [pathCount_of_lt n (m + 1) (by omega), pathCount_of_lt n (m + 2) (by omega)]
        simp [s]
      · rw [ih (m + 1) 0 (by omega), pathCount_of_lt n (m + 2) (by omega),
          spinCount_succ (2 * n + 1 + 1) 0, spinCount_succ (2 * n + 1) 0]
        simp only [s]
        ring
      · rw [ih (m + 1) (j + 1) (by omega), ih (m + 2) j (by omega),
          spinCount_succ (2 * n + 1 + 1) (j + 1), spinCount_succ (2 * n + 1) (j + 1),
          spinCount_succ (2 * n + 1) j]
        ring

/-- The number of configuration functions of spin `m/2` in `n` orbitals, summed over all
electron numbers, is `C(2n+1, n-m) - C(2n+1, n-m-1)`, with `C(2n+1, -1) = 0`. -/
theorem total_configuration_functions (n m : ℕ) (hmn : m ≤ n) :
    ∑ k ∈ (range (n + 1)).filter (fun k => m + 2 * k ≤ n),
      (n.choose (m + 2 * k) : ℤ) * 2 ^ (n - (m + 2 * k)) * spinCount (m + 2 * k) k
      = spinCount (2 * n + 1) (n - m) := by
  have h := sum_configs_eq_pathCount n m (n + 1) (Nat.lt_succ_self n)
  rw [pathCount_eq_spinCount n m (n - m) (by omega)] at h
  simp only [configs] at h
  rw [← h]
  -- terms with more open shells than orbitals vanish
  apply sum_filter_of_ne
  intro k _ hk
  by_contra hc
  have c : n.choose (m + 2 * k) = 0 := Nat.choose_eq_zero_of_lt (by omega)
  exact hk (by rw [c, Nat.cast_zero, zero_mul, zero_mul])

/-- Product form: `n + 1` times the number of coupling paths through `n` orbitals to spin `m/2`
is `(m + 1) C(2n+2, n-m)`. -/
theorem pathCount_product (n m : ℕ) (hmn : m ≤ n) :
    ((n : ℤ) + 1) * pathCount n m = (m + 1) * ((2 * n + 2).choose (n - m) : ℤ) := by
  obtain ⟨j, rfl⟩ := Nat.exists_eq_add_of_le hmn
  rw [pathCount_eq_spinCount (m + j) m j rfl, Nat.add_sub_cancel_left]
  cases j with
  | zero => simp [spinCount]
  | succ j =>
    have h := Nat.choose_succ_right_eq (2 * (m + (j + 1)) + 1) j
    have e : 2 * (m + (j + 1)) + 1 - j = 2 * m + j + 3 := by omega
    rw [e] at h
    have h' : ((2 * (m + (j + 1)) + 1).choose (j + 1) : ℤ) * (j + 1)
        = ((2 * (m + (j + 1)) + 1).choose j : ℤ) * (2 * m + j + 3) := by exact_mod_cast h
    have q : (2 * (m + (j + 1)) + 2).choose (j + 1)
        = (2 * (m + (j + 1)) + 1).choose j + (2 * (m + (j + 1)) + 1).choose (j + 1) :=
      Nat.choose_succ_succ' _ _
    rw [q]
    simp only [spinCount]
    push_cast
    linear_combination h'

/-- Weighted by the multiplicity `m + 1`, the numbers of coupling paths through `n` orbitals to spin
`m/2`, for `m` from `0` to `n`, add up to `4 ^ n`. -/
theorem fock_space_dimension (n : ℕ) :
    ∑ m ∈ range (n + 1), ((m : ℤ) + 1) * pathCount n m = 4 ^ n := by
  induction n with
  | zero => simp [pathCount]
  | succ n ih =>
    -- one more orbital multiplies the weighted sum by four, up to boundary terms
    have key : ∀ K : ℕ, ∑ m ∈ range (K + 1), ((m : ℤ) + 1) * pathCount (n + 1) m
        = 4 * ∑ m ∈ range (K + 1), ((m : ℤ) + 1) * pathCount n m
          + (K + 1) * pathCount n (K + 1) - (K + 2) * pathCount n K := by
      intro K
      induction K with
      | zero =>
        have p : pathCount (n + 1) 0 = 2 * pathCount n 0 + pathCount n 1 := rfl
        simp only [zero_add, sum_range_one, Nat.cast_zero, p]
        ring
      | succ K ihK =>
        have p : pathCount (n + 1) (K + 1)
            = pathCount n K + 2 * pathCount n (K + 1) + pathCount n (K + 2) := rfl
        rw [sum_range_succ, ihK, sum_range_succ _ (K + 1), p]
        push_cast
        ring
    rw [key (n + 1), sum_range_succ, ih, pathCount_of_lt n (n + 1) (by omega),
      pathCount_of_lt n (n + 1 + 1) (by omega)]
    ring

end SpinConfigurationCount
```

```lean
#print axioms SpinConfigurationCount.total_configuration_functions
#print axioms SpinConfigurationCount.pathCount_product
#print axioms SpinConfigurationCount.fock_space_dimension
```

```
'SpinConfigurationCount.total_configuration_functions' depends on axioms: [propext, Classical.choice, Quot.sound]
'SpinConfigurationCount.pathCount_product' depends on axioms: [propext, Classical.choice, Quot.sound]
'SpinConfigurationCount.fock_space_dimension' depends on axioms: [propext, Classical.choice, Quot.sound]
```

## How the proof follows the derivation

`spinCount_succ`, `spinCount_half` and `configs_succ` are the branching rule, the vanishing at the spin-zero wall and the orbital recursion. In `configs_succ` the case split separates \(n<N+1\), where a binomial vanishes, from the case where a power of two can be split off.

`sum_configs_eq_pathCount` shows by induction on `n` that the sum \(T\) equals `pathCount`. It allows any cutoff `K` above `n`, since splitting off \(k=0\) with `sum_range_succ'` leaves a sum for the next higher spin that is one term shorter. The equation `e` expands a single summand as above, `z` treats \(k=0\), and `linear_combination` assembles the induction hypotheses.

`pathCount_of_lt` says that no path reaches \(m>n\). It takes the place of the convention \(f(N,j)=0\) for \(j<0\) in `pathCount_eq_spinCount`, which applies the branching rule twice. That proof writes \(n=m+j\) and treats \(j=0\), \(j=1\) and \(j\ge2\) separately, because the terms with \(j-1\) and \(j-2\) exist only when these are not negative. The main theorem joins the two results and uses `sum_filter_of_ne` to discard the terms with more open shells than orbitals, which are zero.

`pathCount_product` obtains the relation between \(A\) and \(B\) from `Nat.choose_succ_right_eq`. In `fock_space_dimension`, the inner statement `key` is the factor of four for a sum cut off at `K`, with two boundary terms; at \(K=n+1\) both vanish by `pathCount_of_lt`.
